# A drop \(Z\) in an isotropic momentum distribution at \(k_F\) makes the slope of the unnormalised Compton profile jump by \(2\pi k_F Z\)

Q: Start with the definitions. What are \(n\) and \(J\), and which normalisation do you use?

A: With \(\hbar=1\), \(n(k)\) is the occupation at momentum of magnitude \(k\). The Compton profile at \(p\ge 0\) is the integral of \(n\) over the plane of momenta whose component along the scattering vector equals \(p\). If \(q\) is the transverse momentum, then \(k^2=p^2+q^2\) and \(q\,dq=k\,dk\), so
\[
J(p)=2\pi\int_0^\infty n\!\left(\sqrt{p^2+q^2}\right)q\,dq=2\pi\int_p^\infty k\,n(k)\,dk .
\]
The file takes the last expression as its definition, `comptonProfile`. There is no spin factor and no division by the number of electrons. At zero temperature the ideal Fermi gas has unit occupation up to the Fermi momentum \(k_F\) and none above it, and this is `fermiStep`.

In Lean 4 with Mathlib:

```lean
import Mathlib

open MeasureTheory Set Filter Topology Real

namespace ComptonProfileKink

noncomputable section

/-- The integral `J(p) = 2π ∫_{k > p} k n(k) dk`. For `p ≥ 0` it is the Compton profile of an
isotropic momentum distribution `n`. -/
def comptonProfile (n : ℝ → ℝ) (p : ℝ) : ℝ :=
  2 * π * ∫ k in Ioi p, k * n k

/-- The occupation of the ideal Fermi gas at zero temperature: one up to the Fermi momentum, zero
above it. -/
def fermiStep (kF k : ℝ) : ℝ := if k ≤ kF then 1 else 0
```

Q: The physical profile of an isotropic distribution is even in \(p\). Is yours?

A: No. The lower limit is \(p\), not \(|p|\), so the definition represents the physical profile only for \(p\ge0\). The kink is at \(k_F>0\), where the two agree.

Q: Then derive the kink for me before you show me any theorem.

A: Let \(n_L\) and \(n_R\) be the limits of \(n\) at \(k_F\) from below and from above, with \(n_L-n_R=Z\). For \(u>0\) the tails of the two integrals cancel:
\[
J(u)=J(k_F)-2\pi\int_{k_F}^{u}k\,n(k)\,dk .
\]
Take \(u>k_F\). Given \(\varepsilon>0\), there is a \(\delta>0\) such that \(|k\,n(k)-k_Fn_R|<\varepsilon\) for \(k_F<k<k_F+\delta\). For \(u\) in that range, the average of \(k\,n(k)\) over \((k_F,u)\) therefore differs from \(k_Fn_R\) by at most \(\varepsilon\). Hence
\[
\frac{J(u)-J(k_F)}{u-k_F}=-\frac{2\pi}{u-k_F}\int_{k_F}^{u}k\,n(k)\,dk\;\longrightarrow\;-2\pi k_Fn_R .
\]
The same estimate on \((u,k_F)\) gives the left slope \(-2\pi k_Fn_L\). Right minus left is
\[
-2\pi k_Fn_R+2\pi k_Fn_L=2\pi k_FZ .
\]

Q: Where does the formal proof cancel the tails?

A: In `comptonProfile_sub`. The hypothesis `hn` says that \(k\,n(k)\) is integrable on \((0,\infty)\); physically, the profile stays finite down to \(p=0\). All the results below for a general \(n\) assume it. Restricting `hn` to the two half-lines lets Mathlib write the integral beyond \(p\) as the integral from \(p\) to \(q\) plus the integral beyond \(q\). Here \(q\) is a second value of the profile's argument, no longer the transverse momentum.

```lean
/-- The difference of the Compton profile at two positive momenta is an integral over the
momenta between them. -/
theorem comptonProfile_sub {n : ℝ → ℝ} {p q : ℝ}
    (hn : IntegrableOn (fun k => k * n k) (Ioi 0)) (hp : 0 < p) (hq : 0 < q) :
    comptonProfile n p - comptonProfile n q = 2 * π * ∫ k in p..q, k * n k := by
  have h := intervalIntegral.integral_interval_add_Ioi
    (hn.mono_set (Ioi_subset_Ioi hp.le)) (hn.mono_set (Ioi_subset_Ioi hq.le))
  unfold comptonProfile
  rw [← h]
  ring
```

Q: That identity needs positive momenta, but a derivative is a statement about a whole neighbourhood.

A: Only a small one. Since \(k_F>0\), all momenta close enough to \(k_F\) are positive. The next lemma uses this: `key` is the formula for \(J(u)\) above, and `congr_of_eventuallyEq` says that functions which agree near \(k_F\) have the same derivative there. The set `s` will be a half-line on one side of \(k_F\), and `c` the corresponding limit of \(n\).

```lean
/-- If the integral of `k n(k)` from `kF` to `u` has derivative `kF c` at `u = kF` within a set
of momenta, then the Compton profile has derivative `-2π kF c` there within the same set. -/
theorem hasDerivWithinAt_comptonProfile {n : ℝ → ℝ} {kF c : ℝ} {s : Set ℝ}
    (hn : IntegrableOn (fun k => k * n k) (Ioi 0)) (hk : 0 < kF)
    (h : HasDerivWithinAt (fun u => ∫ k in kF..u, k * n k) (kF * c) s kF) :
    HasDerivWithinAt (comptonProfile n) (-(2 * π * kF * c)) s kF := by
  have key : ∀ u, 0 < u → comptonProfile n u
      = comptonProfile n kF - 2 * π * ∫ k in kF..u, k * n k := by
    intro u hu
    linarith [comptonProfile_sub hn hk hu]
  have h2 := (h.const_mul (2 * π)).const_sub (comptonProfile n kF)
  have h3 := h2.congr_of_eventuallyEq (f₁ := comptonProfile n)
    (by
      filter_upwards [mem_nhdsWithin_of_mem_nhds (Ioi_mem_nhds hk)] with u hu
      exact key u hu)
    (key kF hk)
  have e : -(2 * π * kF * c) = -(2 * π * (kF * c)) := by ring
  rw [e]
  exact h3
```

Q: Now the left slope. Your hypothesis says nothing about \(n(k_F)\) itself. What if that value is absurd?

A: It makes no difference, because a single momentum has measure zero. The hypothesis `hL` uses `𝓝[<] kF`, which means approach from strictly below. The derivative is taken within `Iic kF`, the half-line \((-\infty,k_F]\), and the version of the fundamental theorem of calculus used here asks for a limit that may ignore null sets but otherwise includes the endpoint. The step `hle` removes \(k_F\) as a null set, so the strict limit is enough. The product `hid.mul hL` is the statement \(k\,n(k)\to k_Fn_L\).

```lean
/-- The left derivative of the Compton profile at `kF` is `-2π kF n(kF-)`, where `n(kF-)` is the
limit of `n` from below. -/
theorem left_slope {n : ℝ → ℝ} {kF nL : ℝ}
    (hn : IntegrableOn (fun k => k * n k) (Ioi 0)) (hk : 0 < kF)
    (hL : Tendsto n (𝓝[<] kF) (𝓝 nL)) :
    HasDerivWithinAt (comptonProfile n) (-(2 * π * kF * nL)) (Iic kF) kF := by
  have hid : Tendsto (fun k : ℝ => k) (𝓝[<] kF) (𝓝 kF) :=
    tendsto_id.mono_left nhdsWithin_le_nhds
  -- the single momentum `kF` carries no weight in the integral
  have hle : 𝓝[≤] kF ⊓ ae volume ≤ 𝓝[<] kF := by
    intro s hs
    have h1 : {x | x < kF → x ∈ s} ∈ 𝓝 kF := eventually_nhdsWithin_iff.1 hs
    have h2 : ({kF}ᶜ : Set ℝ) ∈ ae (volume : Measure ℝ) :=
      compl_mem_ae_iff.2 (measure_singleton kF)
    refine mem_inf_of_inter
      (inter_mem (mem_nhdsWithin_of_mem_nhds h1) self_mem_nhdsWithin) h2 ?_
    rintro x ⟨⟨hx, hxk⟩, hne⟩
    exact hx (lt_of_le_of_ne hxk hne)
  exact hasDerivWithinAt_comptonProfile hn hk
    (intervalIntegral.integral_hasDerivWithinAt_of_tendsto_ae_right
      (s := Iic kF) (t := Iic kF) IntervalIntegrable.refl
      ⟨Ioi 0, mem_nhdsWithin_of_mem_nhds (Ioi_mem_nhds hk), hn.aestronglyMeasurable⟩
      ((hid.mul hL).mono_left hle))
```

Q: And the right slope is the mirror image?

A: Mathematically yes, with a shorter proof. Mathlib integrates over half-open intervals \((a,b]\), so an interval starting at \(k_F\) already excludes that point, and no null set has to be removed.

```lean
/-- The right derivative of the Compton profile at `kF` is `-2π kF n(kF+)`, where `n(kF+)` is the
limit of `n` from above. -/
theorem right_slope {n : ℝ → ℝ} {kF nR : ℝ}
    (hn : IntegrableOn (fun k => k * n k) (Ioi 0)) (hk : 0 < kF)
    (hR : Tendsto n (𝓝[>] kF) (𝓝 nR)) :
    HasDerivWithinAt (comptonProfile n) (-(2 * π * kF * nR)) (Ici kF) kF := by
  have hid : Tendsto (fun k : ℝ => k) (𝓝[>] kF) (𝓝 kF) :=
    tendsto_id.mono_left nhdsWithin_le_nhds
  exact hasDerivWithinAt_comptonProfile hn hk
    (intervalIntegral.integral_hasDerivWithinAt_of_tendsto_ae_right
      (s := Ici kF) (t := Ioi kF) IntervalIntegrable.refl
      ⟨Ioi 0, mem_nhdsWithin_of_mem_nhds (Ioi_mem_nhds hk), hn.aestronglyMeasurable⟩
      ((hid.mul hR).mono_left inf_le_left))
```

Q: Read me the main theorem as physics.

A: Suppose \(k\,n(k)\) is integrable on \((0,\infty)\), \(k_F>0\), and \(n\) has limits \(n_L\) from below and \(n_R\) from above at \(k_F\), with \(n_L-n_R=Z\). Then \(J\) has a left and a right derivative at \(k_F\), and right minus left is \(2\pi k_FZ\). In the code, `derivWithin` on `Ici kF` is the right derivative and on `Iic kF` the left one. The two `DifferentiableWithinAt` clauses matter because `derivWithin` returns zero when no derivative exists. The proof inserts the two slopes and subtracts.

```lean
/-- If the momentum distribution drops by `Z` at `kF`, the Compton profile has one-sided
derivatives there, and the right one exceeds the left one by `2π kF Z`. -/
theorem comptonProfile_kink {n : ℝ → ℝ} {kF nL nR Z : ℝ}
    (hn : IntegrableOn (fun k => k * n k) (Ioi 0)) (hk : 0 < kF)
    (hL : Tendsto n (𝓝[<] kF) (𝓝 nL)) (hR : Tendsto n (𝓝[>] kF) (𝓝 nR))
    (hZ : nL - nR = Z) :
    DifferentiableWithinAt ℝ (comptonProfile n) (Iic kF) kF ∧
    DifferentiableWithinAt ℝ (comptonProfile n) (Ici kF) kF ∧
    derivWithin (comptonProfile n) (Ici kF) kF - derivWithin (comptonProfile n) (Iic kF) kF
      = 2 * π * kF * Z := by
  have hl := left_slope hn hk hL
  have hr := right_slope hn hk hR
  refine ⟨hl.differentiableWithinAt, hr.differentiableWithinAt, ?_⟩
  rw [hl.derivWithin (uniqueDiffOn_Iic kF kF self_mem_Iic),
    hr.derivWithin (uniqueDiffOn_Ici kF kF self_mem_Ici), ← hZ]
  ring
```

Q: You call the jump \(Z\), as if it were the quasiparticle weight. Where does the many-body physics enter?

A: Only through the hypothesis. In a Fermi liquid at zero temperature, the jump of \(n\) at the Fermi surface is the quasiparticle weight, and interactions reduce it below one. The theorem assumes the jump and derives neither its existence nor its size. It doesn't even require \(0\le n\le1\) or \(Z\ge0\): `n` is any real function that meets the hypotheses.

Q: So what does it tell someone who studies electrons in metals?

A: For an isotropic electron gas at zero temperature, with scattering described by the impulse approximation, the kink in the profile encodes \(Z\) once \(k_F\) and the normalisation are known. Crystal anisotropy, thermal smearing and finite experimental resolution are all absent from the model.

Q: Could the profile have a kink for some other reason, with no jump in \(n\)?

A: Not at \(k_F\) under these hypotheses. There \(J\) is differentiable exactly when \(n_L=n_R\). If \(J\) is differentiable, both one-sided slopes equal the ordinary derivative, so \(2\pi k_F(n_L-n_R)=0\), and \(k_F>0\) forces equality. Conversely, equal limits give equal slopes on two half-lines that together cover the real line.

```lean
/-- If the momentum distribution has one-sided limits at `kF`, then the Compton profile is
differentiable there exactly when these limits are equal. -/
theorem differentiableAt_iff_no_jump {n : ℝ → ℝ} {kF nL nR : ℝ}
    (hn : IntegrableOn (fun k => k * n k) (Ioi 0)) (hk : 0 < kF)
    (hL : Tendsto n (𝓝[<] kF) (𝓝 nL)) (hR : Tendsto n (𝓝[>] kF) (𝓝 nR)) :
    DifferentiableAt ℝ (comptonProfile n) kF ↔ nL = nR := by
  constructor
  · intro h
    have hj := (comptonProfile_kink hn hk hL hR rfl).2.2
    rw [h.derivWithin (uniqueDiffOn_Iic kF kF self_mem_Iic),
      h.derivWithin (uniqueDiffOn_Ici kF kF self_mem_Ici), sub_self] at hj
    have hpos : 2 * π * kF ≠ 0 := by positivity
    exact sub_eq_zero.1 ((mul_eq_zero.1 hj.symm).resolve_left hpos)
  · rintro rfl
    have h := (left_slope hn hk hL).union (right_slope hn hk hR)
    rw [Iic_union_Ici, hasDerivWithinAt_univ] at h
    exact h.differentiableAt
```

Q: And away from the Fermi momentum?

A: Let \(k\,n(k)\) again be integrable on \((0,\infty)\). At any \(p>0\) where \(n\) is continuous, both one-sided limits equal \(n(p)\), and the same gluing of half-lines gives
\[
J'(p)=-2\pi p\,n(p).
\]
At such points the slope of an isotropic profile returns the momentum distribution.

```lean
/-- At a positive momentum where `n` is continuous, the slope of the Compton profile is
`-2π p n(p)`. -/
theorem slope_of_continuousAt {n : ℝ → ℝ} {p : ℝ}
    (hn : IntegrableOn (fun k => k * n k) (Ioi 0)) (hp : 0 < p) (hc : ContinuousAt n p) :
    HasDerivAt (comptonProfile n) (-(2 * π * p * n p)) p := by
  have h := (left_slope hn hp (hc.tendsto.mono_left nhdsWithin_le_nhds)).union
    (right_slope hn hp (hc.tendsto.mono_left nhdsWithin_le_nhds))
  rwa [Iic_union_Ici, hasDerivWithinAt_univ] at h
```

Q: I'd like to see a case I can check myself.

A: Take the ideal gas. Weighting the step by \(k\) gives the function \(k\) cut off above \(k_F\), which the file writes as an indicator function.

```lean
/-- Weighting the step `fermiStep kF` by `k` gives the function `k` cut off above `kF`. -/
theorem mul_fermiStep (kF : ℝ) :
    (fun k => k * fermiStep kF k) = (Iic kF).indicator (fun k => k) := by
  funext k
  by_cases h : k ≤ kF <;> simp [fermiStep, indicator, h]
```

For \(0\le p\le k_F\) the integral is elementary:
\[
J(p)=2\pi\int_p^{k_F}k\,dk=\pi\,(k_F^2-p^2),
\]
and for \(p\ge k_F\) nothing is left to integrate. In the proof, the cutoff turns the half-line into the interval \((p,k_F]\), which is empty in the second case.

```lean
/-- For the occupation `fermiStep kF`, the integral `comptonProfile` equals `π (kF² - p²)` when `p ≤
kF` and zero when `kF ≤ p`. -/
theorem comptonProfile_fermiStep (kF p : ℝ) :
    (p ≤ kF → comptonProfile (fermiStep kF) p = π * (kF ^ 2 - p ^ 2)) ∧
    (kF ≤ p → comptonProfile (fermiStep kF) p = 0) := by
  unfold comptonProfile
  rw [mul_fermiStep, setIntegral_indicator measurableSet_Iic, Ioi_inter_Iic]
  constructor
  · intro h
    rw [← intervalIntegral.integral_of_le h, integral_id]
    ring
  · intro h
    rw [Ioc_eq_empty (not_lt_of_ge h)]
    simp
```

Q: The theorem puts no lower bound on \(p\). For \(p<-k_F\) your parabola is negative.

A: It is, and that is the one-sided definition again: the integral then runs over negative \(k\) as well. Read the formula as a Compton profile only for \(p\ge0\) and \(k_F>0\).

Q: Then the slope is \(-2\pi k_F\) just below \(k_F\) and zero just above, so the jump is \(2\pi k_F\). What is it for a profile normalised to one electron?

A: Divide by the volume of the Fermi sphere, \(4\pi k_F^3/3\). The profile becomes \(3(k_F^2-p^2)/(4k_F^3)\) for \(0\le p\le k_F\), and the slope jumps by \(3/(2k_F^2)\). The last theorem gives the unnormalised jump, and it gets it from the general result instead of differentiating the parabola. It checks that the step satisfies the integrability condition and has limits \(1\) and \(0\), then applies `comptonProfile_kink` with \(Z=1\).

```lean
/-- For the ideal Fermi gas at zero temperature the slope of the Compton profile jumps by `2π kF` at
`kF`. -/
theorem fermiStep_kink {kF : ℝ} (hk : 0 < kF) :
    derivWithin (comptonProfile (fermiStep kF)) (Ici kF) kF
      - derivWithin (comptonProfile (fermiStep kF)) (Iic kF) kF = 2 * π * kF := by
  have hn : IntegrableOn (fun k => k * fermiStep kF k) (Ioi 0) := by
    rw [mul_fermiStep, IntegrableOn, integrable_indicator_iff measurableSet_Iic, IntegrableOn,
      Measure.restrict_restrict measurableSet_Iic, inter_comm, Ioi_inter_Iic]
    exact continuous_id.integrableOn_Ioc
  have hL : Tendsto (fermiStep kF) (𝓝[<] kF) (𝓝 1) := by
    refine tendsto_const_nhds.congr' ?_
    filter_upwards [self_mem_nhdsWithin] with k hk'
    simp [fermiStep, (mem_Iio.1 hk').le]
  have hR : Tendsto (fermiStep kF) (𝓝[>] kF) (𝓝 0) := by
    refine tendsto_const_nhds.congr' ?_
    filter_upwards [self_mem_nhdsWithin] with k hk'
    simp [fermiStep, mem_Ioi.1 hk']
  have h := (comptonProfile_kink hn hk hL hR (sub_zero 1)).2.2
  rwa [mul_one] at h

end

end ComptonProfileKink
```

```lean
#print axioms ComptonProfileKink.comptonProfile_kink
#print axioms ComptonProfileKink.slope_of_continuousAt
#print axioms ComptonProfileKink.comptonProfile_fermiStep
#print axioms ComptonProfileKink.fermiStep_kink
```

```
'ComptonProfileKink.comptonProfile_kink' depends on axioms: [propext, Classical.choice, Quot.sound]
'ComptonProfileKink.slope_of_continuousAt' depends on axioms: [propext, Classical.choice, Quot.sound]
'ComptonProfileKink.comptonProfile_fermiStep' depends on axioms: [propext, Classical.choice, Quot.sound]
'ComptonProfileKink.fermiStep_kink' depends on axioms: [propext, Classical.choice, Quot.sound]
```
